# Left and right transmission amplitudes agree for a finite-range complex potential with equal wave numbers on both sides

Let a particle of fixed energy scatter on a line from a potential that may be complex, with free motion at the same wave number $k>0$ on both sides. If $t$ is the transmission amplitude for a unit wave incident from the left and $s$ the one for a unit wave incident from the right, then $t=s$, however asymmetric or absorbing the scatterer is. If the wave numbers are $k$ on the left and $p$ on the right, then $pt=ks$.

The wave function obeys $\psi''=w\psi$ with $w=2m(V-E)/\hbar^2$, where $m$ is the mass, $V$ the potential and $E$ the energy. An imaginary part of $V$ represents absorption or gain. In a one-particle, one-dimensional calculation with a finite-range absorbing potential, $t=s$ is a consistency condition on the computed amplitudes.

## The scattering states in Lean

```lean
import Mathlib

open Complex Topology

noncomputable section

namespace ScatteringReciprocity
```

`IsSolution w ψ` says that $\psi$ is differentiable everywhere, that $\psi'$ is continuous, and that the equation holds off a countable set. Square barriers and steps are therefore admitted. No regularity is asked of `w`, which is the scaled difference $V-E$ and not the potential itself.

```lean
/-- A wave function `ψ` solves `ψ'' = w ψ` on the line: `ψ` and `ψ'` are continuous, and the
equation holds except at countably many points, where `w` may jump. -/
def IsSolution (w : ℝ → ℂ) (ψ : ℝ → ℂ) : Prop :=
  Differentiable ℝ ψ ∧ Continuous (deriv ψ) ∧
    ∃ S : Set ℝ, S.Countable ∧ ∀ x, x ∉ S → HasDerivAt (deriv ψ) (w x * ψ x) x
```

The Wronskian has the sign convention $W=uv'-u'v$.

```lean
/-- The Wronskian `u v' - u' v`. -/
def wronskian (u v : ℝ → ℂ) (x : ℝ) : ℂ := u x * deriv v x - deriv u x * v x
```

With time dependence $e^{-iEt/\hbar}$ (here $t$ is time) and positive wave number, the first amplitude in `planeWaves` belongs to the right-moving wave and the second to the left-moving one.

```lean
/-- The superposition `A exp(ikx) + B exp(-ikx)` of two plane waves. -/
def planeWaves (k : ℝ) (A B : ℂ) (x : ℝ) : ℂ :=
  A * exp (I * k * x) + B * exp (-(I * k * x))
```

`HasAmplitudes` gives $\psi$ the amplitudes $A,B$ for $x<a$ and $C,D$ for $x>b$. The wave numbers are real, which excludes evanescent waves; a nonzero wave number gives propagating waves.

```lean
/-- Outside `[a, b]` the wave function is a superposition of plane waves: wave number `k` and
amplitudes `A, B` on the left, wave number `p` and amplitudes `C, D` on the right. -/
def HasAmplitudes (k p a b : ℝ) (A B C D : ℂ) (ψ : ℝ → ℂ) : Prop :=
  (∀ x, x < a → ψ x = planeWaves k A B x) ∧ (∀ x, b < x → ψ x = planeWaves p C D x)
```

For left incidence the four amplitudes are $1,r,t,0$.

```lean
/-- For positive `k` and `p`: a wave of unit amplitude comes in from the left; `r` is the reflected
and `t` the transmitted amplitude. -/
def LeftIncident (k p a b : ℝ) (r t : ℂ) (u : ℝ → ℂ) : Prop :=
  HasAmplitudes k p a b 1 r t 0 u
```

For right incidence they are $0,s,r',1$. The definition calls its reflection amplitude `r`; the theorems call it `r'`, to keep it apart from the one for left incidence. Many textbooks write $t'$ for $s$.

```lean
/-- For positive `k` and `p`: a wave of unit amplitude comes in from the right; `r` is the reflected
and `s` the transmitted amplitude. -/
def RightIncident (k p a b : ℝ) (r s : ℂ) (v : ℝ → ℂ) : Prop :=
  HasAmplitudes k p a b 0 s r 1 v
```

The states $u$ and $v$ are given as hypotheses. To apply the result to a particular potential, one must first know that it has both states at the chosen energy.

## Both waves obey the same equation

Physically, the two experiments use the same scatterer at the same energy. This makes the Wronskian constant. Where the equation holds for both waves,
$$W'=u'v'+uv''-u''v-u'v'=u(wv)-(wu)v=0 .$$
No complex conjugate appears, so $w$ may be complex. At a jump of $w$ the second derivatives may fail to exist, but $W$ is still continuous because $u,v,u',v'$ are. A continuous function whose derivative vanishes off a countable set is constant.

`wronskian_const` follows these steps. `hc` is the continuity of $W$, and `hd` is the vanishing derivative off the union of the two exceptional sets, where `ring` performs the cancellation. The fundamental theorem of calculus, in a version that allows countably many exceptions, then gives $W(y)-W(x)=\int_x^y 0=0$.

```lean
/-- The Wronskian of two solutions for the same complex `w` takes the same value at any two
points. -/
theorem wronskian_const {w u v : ℝ → ℂ} (hu : IsSolution w u) (hv : IsSolution w v)
    (x y : ℝ) : wronskian u v x = wronskian u v y := by
  obtain ⟨hu1, hu2, S, hS, hu3⟩ := hu
  obtain ⟨hv1, hv2, T, hT, hv3⟩ := hv
  have hc : Continuous (wronskian u v) :=
    (hu1.continuous.mul hv2).sub (hu2.mul hv1.continuous)
  -- off the exceptional points the two terms with `w` cancel
  have hd : ∀ z, z ∉ S ∪ T → HasDerivAt (wronskian u v) 0 z := by
    intro z hz
    have h1 := hu3 z (fun h => hz (Or.inl h))
    have h2 := hv3 z (fun h => hz (Or.inr h))
    exact (((hu1 z).hasDerivAt.fun_mul h2).fun_sub
      (h1.fun_mul (hv1 z).hasDerivAt)).congr_deriv (by ring)
  have h : ∫ _ in x..y, (0 : ℂ) = wronskian u v y - wronskian u v x :=
    MeasureTheory.integral_eq_of_hasDerivAt_off_countable (wronskian u v) (fun _ => 0)
      (hS.union hT) hc.continuousOn (fun z hz => hd z hz.2)
      (continuous_const.intervalIntegrable x y)
  rw [intervalIntegral.integral_zero] at h
  linear_combination h
```

If $u$ and $v$ obeyed equations with different functions $w_u$ and $w_v$, the derivative would be $W'=(w_v-w_u)uv$, and equality of the amplitudes could fail: let $u$ cross empty space, with $t=1$, and let $v$ meet a real barrier, with $|s|<1$.

A delta potential violates the continuity of $\psi'$ and so lies beyond these definitions. The Wronskian survives it all the same: both derivatives jump by the same strength $g$ times the local wave function, and $W$ changes by $u(gv)-(gu)v=0$.

## Free motion on either side

The plane-wave hypothesis says that the scatterer has finite range. It turns the constant $W$ into a relation between amplitudes. Let $u$ have amplitudes $A,B$ and $v$ amplitudes $A',B'$ in a region of wave number $k$; primes on amplitudes are labels, not derivatives. With $e=e^{ikx}$,
$$u=Ae+Be^{-1},\qquad u'=ik(Ae-Be^{-1}),$$
and likewise for $v$. Therefore
$$uv'=ik\,(AA'e^2-AB'+BA'-BB'e^{-2}),$$
$$u'v=ik\,(AA'e^2+AB'-BA'-BB'e^{-2}),$$
and subtraction leaves
$$W=2ik\,(BA'-AB').$$

The derivative formula is `hasDerivAt_planeWaves`, which expresses $u'$ as $ik$ times the same superposition with $B$ replaced by $-B$.

```lean
/-- Differentiating a superposition of plane waves multiplies it by `ik` and reverses the sign of
the second amplitude `B`. -/
theorem hasDerivAt_planeWaves (k : ℝ) (A B : ℂ) (x : ℝ) :
    HasDerivAt (planeWaves k A B) (I * k * planeWaves k A (-B) x) x := by
  have h0 : HasDerivAt (fun y : ℝ => I * k * (y : ℂ)) (I * k) x :=
    (Complex.ofRealCLM.hasDerivAt.const_mul (I * (k : ℂ))).congr_deriv (by simp)
  exact ((h0.cexp.const_mul A).fun_add (h0.fun_neg.cexp.const_mul B)).congr_deriv
    (by unfold planeWaves; ring)
```

In `wronskian_planeWaves` the hypotheses written with `=ᶠ[𝓝 x]` say that the plane-wave forms hold in a neighbourhood of $x$, since equality at a single point would not fix the derivatives. The identity `he` is $e\,e^{-1}=1$, and `linear_combination` uses it to remove the exponentials.

```lean
/-- Where two wave functions are plane-wave superpositions of the same wave number `k`, their
Wronskian is `2ik (B A' - A B')`. -/
theorem wronskian_planeWaves {k x : ℝ} {A B A' B' : ℂ} {u v : ℝ → ℂ}
    (hu : u =ᶠ[𝓝 x] planeWaves k A B) (hv : v =ᶠ[𝓝 x] planeWaves k A' B') :
    wronskian u v x = 2 * I * k * (B * A' - A * B') := by
  have he : exp (I * k * x) * exp (-(I * k * x)) = 1 := by
    rw [← Complex.exp_add, add_neg_cancel, Complex.exp_zero]
  rw [wronskian, hu.eq_of_nhds, hv.eq_of_nhds, hu.deriv_eq, hv.deriv_eq,
    (hasDerivAt_planeWaves k A B x).deriv, (hasDerivAt_planeWaves k A' B' x).deriv]
  unfold planeWaves
  linear_combination (2 * I * k * (B * A' - A * B')) * he
```

On the right the same calculation gives $W=2ip\,(DC'-CD')$. Equating the two values and cancelling $2i$ yields
$$k(BA'-AB')=p(DC'-CD').$$
`amplitude_relation` does this with the sample points $a-1$ and $b+1$, which lie safely inside the two free regions.

```lean
/-- For two solutions with the same complex `w`, the amplitudes on the left and on the right
are tied together by one bilinear relation. -/
theorem amplitude_relation {w u v : ℝ → ℂ} {k p a b : ℝ} {A B C D A' B' C' D' : ℂ}
    (hu : IsSolution w u) (hv : IsSolution w v)
    (au : HasAmplitudes k p a b A B C D u) (av : HasAmplitudes k p a b A' B' C' D' v) :
    k * (B * A' - A * B') = p * (D * C' - C * D') := by
  have h := wronskian_const hu hv (a - 1) (b + 1)
  have ha : Set.Iio a ∈ 𝓝 (a - 1) := Iio_mem_nhds (by linarith)
  have hb : Set.Ioi b ∈ 𝓝 (b + 1) := Ioi_mem_nhds (by linarith)
  -- evaluate the constant Wronskian once on each side of the scatterer
  rw [wronskian_planeWaves
      (Filter.eventuallyEq_of_mem ha (fun y hy => au.1 y hy))
      (Filter.eventuallyEq_of_mem ha (fun y hy => av.1 y hy)),
    wronskian_planeWaves
      (Filter.eventuallyEq_of_mem hb (fun y hy => au.2 y hy))
      (Filter.eventuallyEq_of_mem hb (fun y hy => av.2 y hy))] at h
  apply mul_left_cancel₀ (show (2 * I : ℂ) ≠ 0 by simp)
  linear_combination h
```

Without plane waves at finite distance, $W$ is still constant, but this evaluation is no longer available. A potential with an exponentially small tail would need a limit $x\to\pm\infty$. A Coulomb tail is worse, because its waves keep a logarithmic phase at every distance.

## One incoming wave of unit amplitude

In each experiment there is a single source, and its amplitude sets the scale. Inserting $(A,B,C,D)=(1,r,t,0)$ and $(A',B',C',D')=(0,s,r',1)$ into the relation gives
$$k(r\cdot 0-1\cdot s)=p(0\cdot r'-t\cdot 1),$$
that is, $pt=ks$. The reflection amplitudes drop out because each is multiplied by an absent incoming wave. In Lean, `LeftIncident` and `RightIncident` unfold to the required instances of `HasAmplitudes`, and `linear_combination` rearranges the result.

```lean
/-- Reciprocity across a potential step: for two solutions with the same complex `w`, and with wave
number `k` on the left and `p` on the right, the transmission amplitudes `t` (from the left) and `s`
(from the right) obey `p t = k s`. -/
theorem reciprocity_step {w u v : ℝ → ℂ} {k p a b : ℝ} {r t r' s : ℂ}
    (hu : IsSolution w u) (hv : IsSolution w v)
    (au : LeftIncident k p a b r t u) (av : RightIncident k p a b r' s v) :
    (p : ℂ) * t = k * s := by
  have h := amplitude_relation hu hv au av
  linear_combination h
```

Both parts of the hypothesis matter. If the left source had amplitude $\alpha$, the relation would become $pt=\alpha ks$. If $u$ also had an incoming wave of amplitude $D$ from the right, it would become $pt=ks+pDr'$, and the reflection of that second wave would contaminate $t$.

## Equal and nonzero wave numbers

Equal wave numbers mean that the potential has the same level on both sides. Setting $p=k$ in $pt=ks$ gives $kt=ks$, and division by $k$ gives $t=s$. The Lean proof is that division: `mul_left_cancel₀` uses `hk` only to know that $k\neq0$.

```lean
/-- Reciprocity: for complex `w` and the same wave number `k > 0` on both sides, the
transmission amplitudes from the left and from the right are equal. -/
theorem reciprocity {w u v : ℝ → ℂ} {k a b : ℝ} {r t r' s : ℂ} (hk : 0 < k)
    (hu : IsSolution w u) (hv : IsSolution w v)
    (au : LeftIncident k k a b r t u) (av : RightIncident k k a b r' s v) : t = s :=
  mul_left_cancel₀ (Complex.ofReal_ne_zero.2 hk.ne') (reciprocity_step hu hv au av)
```

At $k=0$ the two plane waves are the same constant, and the amplitudes lose their meaning. Take $w=0$, $u=1$ and $v=2$. Then $r=0$, $t=1$, $s=2$ and $r'=1$ satisfy all the other conditions, yet $t\neq s$.

The smallest scatterer has $a=b$. Put a sharp step at $a=b=0$, with $w=-k^2$ on the left, $w=-p^2$ on the right and $k,p>0$. Matching $u$ and $u'$ at the origin gives $1+r=t$ and $k(1-r)=pt$, so
$$t=\frac{2k}{k+p},\qquad s=\frac{2p}{k+p},$$
the second by exchanging the sides. Both $pt$ and $ks$ equal $2kp/(k+p)$, while $t=s$ fails whenever $k\neq p$. As $p\to k$ the step disappears and $t=s=1$.

For positive wave numbers the difference between $t$ and $s$ is one of normalisation. The flux-normalised amplitudes $\sqrt{p/k}\,t$ and $\sqrt{k/p}\,s$ are equal.

## A real potential, for statements about flux

Reciprocity holds for complex $w$. Real $w$, meaning no absorption or gain, enters only when moduli are compared. Conjugating $\psi''=w\psi$ then gives $\bar\psi''=w\bar\psi$, so $\bar\psi$ solves the same equation. `IsSolution.conj` proves this by moving the conjugation, written `star`, through both derivatives.

```lean
/-- For real `w` the complex conjugate of a solution is again a solution. -/
theorem IsSolution.conj {w : ℝ → ℝ} {ψ : ℝ → ℂ} (h : IsSolution (fun x => (w x : ℂ)) ψ) :
    IsSolution (fun x => (w x : ℂ)) (fun x => star (ψ x)) := by
  obtain ⟨h1, h2, S, hS, h3⟩ := h
  have h4 : ∀ x, HasDerivAt (fun y => star (ψ y)) (star (deriv ψ x)) x :=
    fun x => (h1 x).hasDerivAt.star
  have hd : deriv (fun y => star (ψ y)) = fun x => star (deriv ψ x) :=
    funext fun x => (h4 x).deriv
  refine ⟨fun x => (h4 x).differentiableAt, ?_, S, hS, fun x hx => ?_⟩
  · rw [hd]
    exact continuous_star.comp h2
  · rw [hd]
    exact (h3 x hx).star.congr_deriv (by simp [mul_comm])
```

Conjugation exchanges right-moving and left-moving waves, so $\bar\psi$ has amplitudes $\bar B,\bar A$ on the left and $\bar D,\bar C$ on the right. The amplitude relation for the pair $\bar\psi,\psi$ reads
$$k(|A|^2-|B|^2)=p(|C|^2-|D|^2).$$
Up to the factor $\hbar/m$, this equates the probability currents on the two sides. In the proof, `hs` is the exchange of amplitudes and `hB` records it for $\bar\psi$.

```lean
/-- Flux conservation: for real `w`, the wave number times the difference of the squared moduli of
the first and second amplitudes is the same on both sides. -/
theorem flux_conservation {w : ℝ → ℝ} {ψ : ℝ → ℂ} {k p a b : ℝ} {A B C D : ℂ}
    (h : IsSolution (fun x => (w x : ℂ)) ψ) (hA : HasAmplitudes k p a b A B C D ψ) :
    k * (‖A‖ ^ 2 - ‖B‖ ^ 2) = p * (‖C‖ ^ 2 - ‖D‖ ^ 2) := by
  -- conjugation exchanges right-moving and left-moving waves
  have hs : ∀ (l : ℝ) (E F : ℂ) (x : ℝ),
      star (planeWaves l E F x) = planeWaves l (star F) (star E) x := by
    intro l E F x
    simp only [planeWaves, Complex.star_def, map_add, map_mul, ← Complex.exp_conj, map_neg,
      Complex.conj_I, Complex.conj_ofReal, neg_mul, neg_neg]
    ring
  have hB : HasAmplitudes k p a b (star B) (star A) (star D) (star C)
      (fun x => star (ψ x)) :=
    ⟨fun x hx => (congrArg star (hA.1 x hx)).trans (hs k A B x),
      fun x hx => (congrArg star (hA.2 x hx)).trans (hs p C D x)⟩
  have e := amplitude_relation h.conj h hB hA
  simp only [Complex.star_def, Complex.conj_mul'] at e
  exact_mod_cast e
```

For the two scattering states, flux conservation says
$$k(1-|r|^2)=p|t|^2,\qquad k|s|^2=p(1-|r'|^2).$$
Multiply the first equation by $p$ and the second by $k$:
$$kp(1-|r|^2)=(p|t|)^2,\qquad kp(1-|r'|^2)=(k|s|)^2.$$
Reciprocity makes the right-hand sides equal, and since $kp\neq0$ it follows that $|r|=|r'|$. In `reflection_modulus_eq`, `fu` and `fv` are the two flux equations and `hn` is $p|t|=k|s|$, where the positive signs of $k$ and $p$ remove the absolute values. The last lines cancel $kp$ and take the nonnegative square root.

```lean
/-- For real `w` and positive wave numbers on both sides, the reflection amplitudes from the
left and from the right have the same modulus. -/
theorem reflection_modulus_eq {w : ℝ → ℝ} {u v : ℝ → ℂ} {k p a b : ℝ} {r t r' s : ℂ}
    (hk : 0 < k) (hp : 0 < p)
    (hu : IsSolution (fun x => (w x : ℂ)) u) (hv : IsSolution (fun x => (w x : ℂ)) v)
    (au : LeftIncident k p a b r t u) (av : RightIncident k p a b r' s v) :
    ‖r‖ = ‖r'‖ := by
  have fu := flux_conservation hu au
  have fv := flux_conservation hv av
  simp only [norm_one, norm_zero] at fu fv
  have hn : p * ‖t‖ = k * ‖s‖ := by
    have h := congrArg norm (reciprocity_step hu hv au av)
    rwa [norm_mul, norm_mul, Complex.norm_real, Complex.norm_real,
      Real.norm_of_nonneg hp.le, Real.norm_of_nonneg hk.le] at h
  -- the transmitted fractions of the incident flux agree, hence so do the reflected fractions
  have h : k * p * ‖r‖ ^ 2 = k * p * ‖r'‖ ^ 2 := by
    linear_combination (-p) * fu + k * fv - (p * ‖t‖ + k * ‖s‖) * hn
  exact (sq_eq_sq₀ (norm_nonneg _) (norm_nonneg _)).1
    (mul_left_cancel₀ (mul_pos hk hp).ne' h)

end ScatteringReciprocity
```

With a complex potential this last equality can fail. Place an absorber just to the right of a high real barrier: a wave from the left is reflected almost completely, whereas one from the right crosses the absorber before and after its reflection and returns weakened. The two transmission amplitudes remain tied by $pt=ks$.

```lean
#print axioms ScatteringReciprocity.reciprocity
#print axioms ScatteringReciprocity.reflection_modulus_eq
```

```
'ScatteringReciprocity.reciprocity' depends on axioms: [propext, Classical.choice, Quot.sound]
'ScatteringReciprocity.reflection_modulus_eq' depends on axioms: [propext, Classical.choice, Quot.sound]
```
